# End-to-end reciprocity for an open chain with direction-dependent hopping

Let A be an invertible tridiagonal matrix with rows and columns 0, …, n, upper entries b_k = A_(k,k+1) and lower entries c_k = A_(k+1,k). Its inverse G satisfies

G_0n · c_0 c_1 ⋯ c_(n−1) = G_n0 · b_0 b_1 ⋯ b_(n−1).

The entries are arbitrary complex numbers, and any of them may vanish.

The physical problem is a particle on a line of sites that hops to the left and to the right with different amplitudes. With A = E − H, where H is the Hamiltonian and E the energy, G_ij is the response at site i to a source at site j. The identity compares the responses from end to end in the two directions. In quantum transport this bears on transmission through a finite, non-interacting chain with leads attached to its end sites only: their self-energies change just the diagonal entries A_00 and A_nn, which are free here. The step from G_0n and G_n0 to measured transmissions, with the lead couplings it involves, is left to scattering theory.

## Hopping between neighbours only, with open ends

Physically, a particle moves one site at a time, and no extra bond closes the chain into a ring. In `hopChain n a b c` there are n + 1 sites and n bonds, so N = n + 1 in the usual count. The sequences are functions on all natural numbers, but only the values on the chain matter. The upper entry b_k moves the particle leftwards, from site k+1 to site k. The code calls b and c hoppings; for A = E − H they are the hopping amplitudes of H with a minus sign. Both products then gain the factor (−1)^n, so the identity reads the same in either convention.

In Lean 4 with Mathlib:

```lean
import Mathlib

open Matrix

namespace NonreciprocalChain

noncomputable section

/-- The matrix of an open chain with `n + 1` sites: diagonal entries `a k`, upper entries `b k`
at position `(k, k+1)` and lower entries `c k` at position `(k+1, k)`. -/
def hopChain (n : ℕ) (a b c : ℕ → ℂ) : Matrix (Fin (n + 1)) (Fin (n + 1)) ℂ :=
  Matrix.of fun i j =>
    if (i : ℕ) = (j : ℕ) then a i
    else if (i : ℕ) + 1 = (j : ℕ) then b i
    else if (j : ℕ) + 1 = (i : ℕ) then c j
    else 0
```

By hand, this hypothesis reduces a condition on all pairs of sites to one condition per bond. Some restriction on longer hops is needed. Take the matrix with rows (1, 1, 2), (1, 1, 1), (0, 1, 1). It has determinant 1 and b_0 = b_1 = c_0 = c_1 = 1, but a one-way element 2 from site 2 to site 0. Its inverse has G_02 = −1 and G_20 = 1, so the identity fails.

## Site weights that balance the two directions

The second condition is that there are site weights w with

w_i A_ij = w_j A_ji for all i and j.

When the weights are nonzero, this means that rescaling the site amplitudes by √w_i makes A symmetric, so the nonreciprocity can be removed by a gauge transformation, in general a complex one. For positive weights, what is removed is an imaginary gauge field. On an open chain the weights need not be assumed, because they can be written down:

w_k = (b_0 ⋯ b_(k−1)) (c_k ⋯ c_(n−1)),

where an empty product is 1. Moving one site to the right exchanges a factor c_k for a factor b_k, so

w_k b_k = (b_0 ⋯ b_k) (c_k ⋯ c_(n−1)) = w_(k+1) c_k.

Nothing is divided, so vanishing hoppings are allowed.

```lean
/-- The weight of site `k`: the product of the upper hoppings on all bonds to its left times
the product of the lower hoppings on all bonds to its right. -/
def hopWeight (b c : ℕ → ℂ) (n k : ℕ) : ℂ :=
  (∏ l ∈ Finset.range k, b l) * ∏ l ∈ Finset.Ico k n, c l
```

Without balance the argument has no starting point. In the three-site example above, equal weights balance both bonds but not the pair (0, 2), and the conclusion fails for that pair.

## An energy at which the Green function exists

The hypothesis `hG`, A G = 1, says that G is the inverse of A; for a finite square matrix a right inverse is also a left inverse. For A = E − H it means that E is not an eigenvalue of H. At an eigenvalue no such G exists, and the theorems say nothing.

By hand it is used twice. Let D be the diagonal matrix of the weights. Balance is the matrix equation D A = Aᵀ D, and transposing A G = 1 gives Gᵀ Aᵀ = 1. Therefore

D G = Gᵀ Aᵀ D G = Gᵀ D A G = Gᵀ D.

The (i, j) entry of this equation is

w_i G_ij = w_j G_ji.

The theorem `green_balance` states this for any finite set of sites and any balancing weights, not only for a chain. In its proof, `hD` is the balance equation, `hT` is the transposed inverse, and the `calc` block is the displayed line.

```lean
/-- If site weights `w` balance the matrix elements of `A` in the two directions between every
pair of sites, they balance the elements of its inverse `G` in the same way. -/
theorem green_balance {ι : Type*} [Fintype ι] [DecidableEq ι] (A G : Matrix ι ι ℂ) (w : ι → ℂ)
    (hG : A * G = 1) (h : ∀ i j, w i * A i j = w j * A j i) (i j : ι) :
    w i * G i j = w j * G j i := by
  -- the weights intertwine the matrix with its transpose
  have hD : diagonal w * A = Aᵀ * diagonal w := by
    ext i j
    rw [diagonal_mul, mul_diagonal, transpose_apply, h i j, mul_comm]
  have hT : Gᵀ * Aᵀ = 1 := by rw [← transpose_mul, hG, transpose_one]
  -- hence they intertwine the inverse with its transpose
  have key : diagonal w * G = Gᵀ * diagonal w := by
    calc diagonal w * G = (Gᵀ * Aᵀ) * diagonal w * G := by rw [hT, one_mul]
      _ = Gᵀ * (Aᵀ * diagonal w) * G := by simp only [mul_assoc]
      _ = Gᵀ * (diagonal w * A) * G := by rw [hD]
      _ = Gᵀ * diagonal w * (A * G) := by simp only [mul_assoc]
      _ = Gᵀ * diagonal w := by rw [hG, mul_one]
  have e := congrFun (congrFun key i) j
  rw [diagonal_mul, mul_diagonal, transpose_apply] at e
  rw [e, mul_comm]
```

A two-site example satisfies both assumptions: zero diagonal, b_0 = 2, c_0 = 1, and weights 1 and 2. Here G_01 = 1 and G_10 = 1/2, so each side of the balance for G equals 1.

```lean
/-- Two sites with zero diagonal and hoppings 2 and 1, together with the weights 1 and 2, satisfy
the hypotheses of `green_balance`. -/
theorem green_balance_witness :
    (!![0, 2; 1, 0] : Matrix (Fin 2) (Fin 2) ℂ) * !![0, 1; 1 / 2, 0] = 1 ∧
    ∀ i j : Fin 2, (![1, 2] : Fin 2 → ℂ) i * (!![0, 2; 1, 0] : Matrix (Fin 2) (Fin 2) ℂ) i j
      = (![1, 2] : Fin 2 → ℂ) j * (!![0, 2; 1, 0] : Matrix (Fin 2) (Fin 2) ℂ) j i := by
  constructor
  · ext i j
    fin_cases i <;> fin_cases j <;> simp [Matrix.mul_apply, Fin.sum_univ_succ]
  · intro i j
    fin_cases i <;> fin_cases j <;> simp
```

The chain hypothesis now enters the proof. `hopChain_balance` takes balance on each bond and derives it for every pair by cases: equal sites, j one step to the right, j one step to the left, or sites further apart, where both entries are zero.

```lean
/-- On a chain, weights that balance the two hoppings on every bond balance the matrix elements
between every pair of sites. -/
theorem hopChain_balance (n : ℕ) (a b c w : ℕ → ℂ)
    (h : ∀ k < n, w k * b k = w (k + 1) * c k) (i j : Fin (n + 1)) :
    w i * hopChain n a b c i j = w j * hopChain n a b c j i := by
  obtain ⟨i, hi⟩ := i
  obtain ⟨j, hj⟩ := j
  simp only [hopChain, Matrix.of_apply]
  by_cases h0 : i = j
  · subst h0
    rfl
  by_cases h1 : i + 1 = j
  · subst h1
    have e := h i (by omega)
    simpa [show ¬ (i + 1 + 1 = i) by omega] using e
  by_cases h2 : j + 1 = i
  · subst h2
    have e := h j (by omega)
    simpa [show ¬ (j + 1 + 1 = j) by omega] using e.symm
  · simp [h0, h1, h2, Ne.symm h0]
```

`green_reciprocity` supplies the explicit weights. The two product lemmas split off b_k on one side and c_k on the other, and `ring` confirms the bond equation.

```lean
/-- Reciprocity between any two sites of a nonreciprocal chain: the elements of the inverse `G`
in the two directions, each multiplied by the weight of its row site, are equal. -/
theorem green_reciprocity (n : ℕ) (a b c : ℕ → ℂ) (G : Matrix (Fin (n + 1)) (Fin (n + 1)) ℂ)
    (hG : hopChain n a b c * G = 1) (i j : Fin (n + 1)) :
    hopWeight b c n i * G i j = hopWeight b c n j * G j i := by
  refine green_balance _ G (fun k => hopWeight b c n k) hG
    (hopChain_balance n a b c (hopWeight b c n) ?_) i j
  -- moving one site to the right trades a lower hopping for an upper one
  intro k hk
  unfold hopWeight
  rw [Finset.prod_range_succ, Finset.prod_eq_prod_Ico_succ_bot hk]
  ring
```

This relates any two sites, but it can reduce to 0 = 0 when hoppings vanish, even on bonds that do not lie between the two sites.

At the ends, w_0 is the product of all c_k and w_n is the product of all b_k. Inserting i = 0 and j = n gives the opening identity. In the code `Fin.last n` is site n, `h0` and `hn` evaluate the two weights, and `linear_combination` reorders the factors.

```lean
/-- End-to-end reciprocity: for an invertible tridiagonal matrix with inverse `G`, the entry `G 0 n`
times the product of all lower hoppings equals the entry `G n 0` times the product of all upper
hoppings. -/
theorem end_to_end_reciprocity (n : ℕ) (a b c : ℕ → ℂ)
    (G : Matrix (Fin (n + 1)) (Fin (n + 1)) ℂ) (hG : hopChain n a b c * G = 1) :
    G 0 (Fin.last n) * ∏ k ∈ Finset.range n, c k
      = G (Fin.last n) 0 * ∏ k ∈ Finset.range n, b k := by
  have h0 : hopWeight b c n 0 = ∏ k ∈ Finset.range n, c k := by simp [hopWeight]
  have hn : hopWeight b c n n = ∏ k ∈ Finset.range n, b k := by simp [hopWeight]
  have h : hopWeight b c n 0 * G 0 (Fin.last n) = hopWeight b c n n * G (Fin.last n) 0 := by
    simpa only [Fin.val_last, Fin.val_zero] using green_reciprocity n a b c G hG 0 (Fin.last n)
  rw [h0, hn] at h
  linear_combination h
```

If one b_k is zero and every c_k is nonzero, the identity forces G_0n = 0: the leftward path is cut. If some b_k and some c_k both vanish, it reads 0 = 0. For a single site, n = 0, both products are 1 and the statement is G_00 = G_00.

## A nonzero response from end to end

Suppose the two end-to-end responses are equal. The next theorem concludes that the product of the b_k equals the product of the c_k, under the further hypothesis `hne` that G_n0 is not zero, meaning that a source at site 0 produces a response at site n. By hand, one sets G_0n = G_n0 in the identity and divides by the common value; `mul_left_cancel₀` does the same.

```lean
/-- If the two end-to-end entries of the inverse are equal and nonzero, the product of the upper
hoppings equals the product of the lower hoppings. -/
theorem hoppings_balance_of_equal_ends (n : ℕ) (a b c : ℕ → ℂ)
    (G : Matrix (Fin (n + 1)) (Fin (n + 1)) ℂ) (hG : hopChain n a b c * G = 1)
    (heq : G 0 (Fin.last n) = G (Fin.last n) 0) (hne : G (Fin.last n) 0 ≠ 0) :
    ∏ k ∈ Finset.range n, b k = ∏ k ∈ Finset.range n, c k := by
  have h := end_to_end_reciprocity n a b c G hG
  rw [heq] at h
  exact (mul_left_cancel₀ hne h).symm
```

Only the products need agree; with two or more bonds, individual bonds may remain nonreciprocal. Without `hne` the division fails, although the conclusion survives by another route. Cofactors give G_0n = (−1)^n b_0 ⋯ b_(n−1) / det A, and likewise G_n0 with the c_k, so equal responses always mean equal products. That last argument is offered in prose and has no formal proof here.

## The same hopping ratio on every bond

The Hatano–Nelson chain has upper hopping t e^g and lower hopping t e^(−g) on every bond, with arbitrary on-site energies. A real g is the strength of an imaginary gauge field per bond, while an imaginary g is an ordinary Peierls phase; t, g and E may be complex. With this convention a positive real g favours hopping to the left, and texts that favour the right have the opposite sign of g. Here `a` holds the on-site energies of H, whereas in the earlier theorems it holds the diagonal of A.

The constant ratio allows the simpler weights w_k = e^(2gk), since

w_k t e^g = t e^((2k+1)g) = w_(k+1) t e^(−g).

The matrix E − H reverses the sign of both hoppings and changes only the diagonal otherwise, so the balance persists. Hence e^(2gi) G_ij = e^(2gj) G_ji, and division by the nonzero exponential gives

G_ij = e^(2g(j−i)) G_ji.

In the proof `hbond` is the bond equation, the case split on `p = q` separates off the diagonal, and `green_balance` gives `hfin`.

```lean
/-- Hatano–Nelson chain with arbitrary on-site energies, upper hopping `t exp g` and lower hopping
`t exp (-g)`: the elements of the resolvent `G` at energy `E` in the two directions between sites
`i` and `j` are related by `G i j = exp (2 g (j - i)) * G j i`. -/
theorem hatano_nelson_green (n : ℕ) (a : ℕ → ℂ) (t g E : ℂ)
    (G : Matrix (Fin (n + 1)) (Fin (n + 1)) ℂ)
    (hG : (E • (1 : Matrix (Fin (n + 1)) (Fin (n + 1)) ℂ)
      - hopChain n a (fun _ => t * Complex.exp g) (fun _ => t * Complex.exp (-g))) * G = 1)
    (i j : Fin (n + 1)) :
    G i j = Complex.exp (2 * g * (((j : ℕ) : ℂ) - ((i : ℕ) : ℂ))) * G j i := by
  -- exponential weights balance every bond
  obtain ⟨w, hw⟩ : ∃ w : ℕ → ℂ, ∀ k, w k = Complex.exp (2 * g * (k : ℂ)) :=
    ⟨_, fun _ => rfl⟩
  have hbond : ∀ k < n, w k * (t * Complex.exp g) = w (k + 1) * (t * Complex.exp (-g)) := by
    intro k _
    have e : w (k + 1) * Complex.exp (-g) = w k * Complex.exp g := by
      rw [hw, hw, ← Complex.exp_add, ← Complex.exp_add]
      congr 1
      push_cast
      ring
    linear_combination (-t) * e
  have hfin : w i * G i j = w j * G j i := by
    refine green_balance _ G (fun k => w k) hG ?_ i j
    intro p q
    have hb := hopChain_balance n a (fun _ => t * Complex.exp g)
      (fun _ => t * Complex.exp (-g)) w hbond p q
    -- the energy only shifts the diagonal, which is balanced trivially
    by_cases hpq : p = q
    · subst hpq
      rfl
    · simp only [Matrix.sub_apply, Matrix.smul_apply, Matrix.one_apply_ne hpq,
        Matrix.one_apply_ne (Ne.symm hpq), smul_zero, zero_sub]
      linear_combination -hb
  rw [hw, hw] at hfin
  rw [mul_sub, Complex.exp_sub, div_mul_eq_mul_div, eq_div_iff (Complex.exp_ne_zero _)]
  linear_combination hfin

end

end NonreciprocalChain
```

If g varied from bond to bond, the exponent would become twice the sum of the g values between the two sites, with a sign for the direction. On a ring with t ≠ 0, the exponential weights balance the closing bond only if e^(2g(n+1)) = 1. The theorem compares elements of the resolvent at one energy; the spectrum of the Hatano–Nelson chain and the localisation of its eigenstates are separate questions.

```lean
#print axioms NonreciprocalChain.end_to_end_reciprocity
#print axioms NonreciprocalChain.hoppings_balance_of_equal_ends
#print axioms NonreciprocalChain.hatano_nelson_green
```

```
'NonreciprocalChain.end_to_end_reciprocity' depends on axioms: [propext, Classical.choice, Quot.sound]
'NonreciprocalChain.hoppings_balance_of_equal_ends' depends on axioms: [propext, Classical.choice, Quot.sound]
'NonreciprocalChain.hatano_nelson_green' depends on axioms: [propext, Classical.choice, Quot.sound]
```
